# In a pure qubit state, no smaller marginal eigenvalue exceeds the sum of the others

From the state vector of a simulation, a reduced matrix can be computed for each qubit. If the code is faulty, each matrix may look valid alone, yet together they may fit no pure state. For a unit vector of finitely many qubits, let q_j be the smaller eigenvalue of qubit j's reduced matrix. Then

q_j ≤ Σ_{k≠j} q_k for every j.

## A consistency test for state-vector output

If all the reduced matrices are computed from one and the same state vector, a violation beyond rounding error signals a fault, for instance in the partial trace. A wrong overall norm of the state vector goes unnoticed, since it rescales both sides alike. Density-matrix simulations need not satisfy the bound: a maximally mixed qubit beside a pure one violates it.

## From local rotations to Cauchy–Schwarz

Write ψ(x) for the amplitude of bit string x, and ρ_j for the reduced matrix of qubit j. It is Hermitian with trace one, so its eigenvalues are q_j and 1 − q_j, and q_j ≤ 1/2.

If (v₀, v₁) is a unit eigenvector for q_j, then (−conj v₁, conj v₀) is one for 1 − q_j. The unitary U with rows (−v₁, v₀) and (conj v₀, conj v₁) gives Uρ_jU† = diag(1 − q_j, q_j). Applied to qubit j, it leaves the other marginals unchanged, because U†U = 1 inside their partial traces. Rotating every qubit gives a state φ with diagonal marginals, where q_k is the probability that bit k is 1.

Fix j and write q = q_j. Let α be the amplitude of the all-zero string, β that of the string with a 1 only at j, and W = |α|² + |β|². Every other string has a 1 at some k ≠ j, so

1 − W ≤ Σ_{k≠j} q_k.

Let y run over the non-zero strings of the other qubits, and write φ(a,y) for the amplitude of the string with bit j equal to a and the other bits given by y. Vanishing coherence means

α conj(β) = −Σ_y φ(0,y) conj(φ(1,y)),

and Cauchy–Schwarz gives

|α|²|β|² ≤ (1 − q − |α|²)(q − |β|²).

Expanding,

q|α|² + (1 − q)|β|² ≤ q(1 − q).

Since q ≤ 1 − q, qW ≤ q(1 − q). If q > 0, then q ≤ 1 − W, which proves the bound. If q = 0, it holds because every q_k ≥ 0.

For two qubits, the two inequalities force q₁ = q₂. For one qubit the sum is empty and q₁ = 0.

## The Lean file

```lean
import Mathlib

open Matrix ComplexConjugate
open Function (update update_self update_of_ne update_idem update_comm update_eq_self)

namespace QubitPolygon

noncomputable section

variable {ι : Type*} [Fintype ι] [DecidableEq ι]

/-- The reduced matrix of qubit `j`: the partial trace over the bits of all other qubits. -/
def reduced (ψ : (ι → Fin 2) → ℂ) (j : ι) : Matrix (Fin 2) (Fin 2) ℂ :=
  fun a b => ∑ x : ι → Fin 2 with x j = 0, ψ (update x j a) * conj (ψ (update x j b))

/-- `q` is the smallest real eigenvalue of the two-level matrix `ρ`. -/
def IsSmallerEigenvalue (ρ : Matrix (Fin 2) (Fin 2) ℂ) (q : ℝ) : Prop :=
  IsLeast {t : ℝ | ∃ v : Fin 2 → ℂ, v ≠ 0 ∧ ρ *ᵥ v = (t : ℂ) • v} q

/-- The matrix `U` acting on qubit `k` alone. -/
def gate (k : ι) (U : Matrix (Fin 2) (Fin 2) ℂ) (ψ : (ι → Fin 2) → ℂ) : (ι → Fin 2) → ℂ :=
  fun x => ∑ c, U (x k) c * ψ (update x k c)

/-- A sum over bit strings, grouped by the two values of bit `k`. -/
theorem sum_pair {M : Type*} [AddCommMonoid M] (k : ι) (F : (ι → Fin 2) → M) :
    ∑ x, F x = ∑ x : ι → Fin 2 with x k = 0, (F (update x k 0) + F (update x k 1)) := by
  have fin2 : ∀ a : Fin 2, a ≠ 0 → a = 1 := by decide
  have back : ∀ (x : ι → Fin 2) (a b : Fin 2), x k = b → update (update x k a) k b = x := by
    intro x a b h
    rw [update_idem, ← h, update_eq_self]
  rw [Finset.sum_add_distrib,
    ← Finset.sum_filter_add_sum_filter_not Finset.univ (fun x : ι → Fin 2 => x k = 0) F]
  congr 1
  · refine Finset.sum_congr rfl fun x hx => ?_
    rw [← (Finset.mem_filter.1 hx).2, update_eq_self]
  · refine Finset.sum_nbij' (fun x => update x k 0) (fun x => update x k 1)
      (by simp) (by simp) (fun x hx => back x 0 1 (fin2 _ (Finset.mem_filter.1 hx).2))
      (fun x hx => back x 1 0 (Finset.mem_filter.1 hx).2) (fun x hx => ?_)
    rw [back x 0 1 (fin2 _ (Finset.mem_filter.1 hx).2)]

/-- The trace of a reduced matrix is the squared norm of the state. -/
theorem trace_reduced (ψ : (ι → Fin 2) → ℂ) (j : ι) :
    reduced ψ j 0 0 + reduced ψ j 1 1 = ((∑ x, ‖ψ x‖ ^ 2 : ℝ) : ℂ) := by
  rw [sum_pair j]
  simp only [reduced, Complex.mul_conj', Finset.sum_add_distrib, Complex.ofReal_add,
    Complex.ofReal_sum, Complex.ofReal_pow]

/-- The lower diagonal entry is the sum of `‖ψ x‖ ^ 2` over the strings whose bit `k` equals one. -/
theorem excited_weight (ψ : (ι → Fin 2) → ℂ) (k : ι) :
    reduced ψ k 1 1 = ((∑ x, if x k = 1 then ‖ψ x‖ ^ 2 else 0 : ℝ) : ℂ) := by
  rw [sum_pair k]
  simp [reduced, Complex.mul_conj']

/-- A gate on qubit `k` conjugates the reduced matrix of that qubit. -/
theorem reduced_gate_self (ψ : (ι → Fin 2) → ℂ) (k : ι) (U : Matrix (Fin 2) (Fin 2) ℂ) :
    reduced (gate k U ψ) k = U * reduced ψ k * Uᴴ := by
  ext a b
  simp only [reduced, gate, update_self, update_idem, Matrix.mul_apply, conjTranspose_apply,
    Fin.sum_univ_two, map_add, map_mul, Finset.mul_sum, Finset.sum_mul,
    ← Finset.sum_add_distrib]
  refine Finset.sum_congr rfl fun x _ => ?_
  simp only [starRingEnd_apply]
  ring

/-- A unitary gate on qubit `k` leaves the reduced matrix of every other qubit unchanged. -/
theorem reduced_gate_ne (ψ : (ι → Fin 2) → ℂ) {j k : ι} (hjk : j ≠ k)
    (U : Matrix (Fin 2) (Fin 2) ℂ) (hU : Uᴴ * U = 1) :
    reduced (gate k U ψ) j = reduced ψ j := by
  have hu : ∀ a b, conj (U 0 a) * U 0 b + conj (U 1 a) * U 1 b
      = (1 : Matrix (Fin 2) (Fin 2) ℂ) a b := fun a b => by
    rw [← hU]; simp [Matrix.mul_apply, Fin.sum_univ_two]
  have h01 : (0 : Fin 2) ≠ 1 := by decide
  have u00 := (hu 0 0).trans (Matrix.one_apply_eq 0)
  have u01 := (hu 0 1).trans (Matrix.one_apply_ne h01)
  have u10 := (hu 1 0).trans (Matrix.one_apply_ne h01.symm)
  have u11 := (hu 1 1).trans (Matrix.one_apply_eq 1)
  ext a b
  simp only [reduced, Finset.sum_filter]
  rw [sum_pair k, sum_pair k]
  refine Finset.sum_congr rfl fun x _ => ?_
  have hc : ∀ s a c, update (update (update x k s) j a) k c = update (update x k c) j a :=
    fun s a c => by rw [update_comm hjk.symm s a x, update_idem, update_comm hjk a c x]
  by_cases h : x j = 0
  · simp only [gate, hc, update_of_ne hjk, update_of_ne hjk.symm, update_self, h, if_true,
      Fin.sum_univ_two, map_add, map_mul]
    generalize ψ (update (update x k 0) j a) = f0
    generalize ψ (update (update x k 1) j a) = f1
    generalize ψ (update (update x k 0) j b) = g0
    generalize ψ (update (update x k 1) j b) = g1
    linear_combination f0 * conj g0 * u00 + f1 * conj g0 * u01 + f0 * conj g1 * u10
      + f1 * conj g1 * u11
  · simp [update_of_ne hjk, h]

/-- A Hermitian two-level matrix of trace one with smaller eigenvalue `q` has `q ≤ 1/2`, and a
unitary gives it the diagonal `1 - q, q` and a vanishing upper coherence. -/
theorem diagonalise (ρ : Matrix (Fin 2) (Fin 2) ℂ) (q : ℝ) (hH : ∀ a b, conj (ρ a b) = ρ b a)
    (hT : ρ 0 0 + ρ 1 1 = 1) (h : IsSmallerEigenvalue ρ q) :
    q ≤ 1 / 2 ∧ ∃ U : Matrix (Fin 2) (Fin 2) ℂ, Uᴴ * U = 1 ∧ (U * ρ * Uᴴ) 0 0 = 1 - q ∧
      (U * ρ * Uᴴ) 1 1 = q ∧ (U * ρ * Uᴴ) 0 1 = 0 := by
  obtain ⟨⟨v, hv, he⟩, hl⟩ := h
  have e0 := congrFun he 0
  have e1 := congrFun he 1
  simp only [Matrix.mulVec, dotProduct, Fin.sum_univ_two, Pi.smul_apply, smul_eq_mul] at e0 e1
  have c0 := congrArg (starRingEnd ℂ) e0
  have c1 := congrArg (starRingEnd ℂ) e1
  simp only [map_add, map_mul, hH, Complex.conj_ofReal] at c0 c1
  -- the orthogonal vector has eigenvalue `1 - q`
  have f0 : ρ 0 0 * -conj (v 1) + ρ 0 1 * conj (v 0) = (1 - q) * -conj (v 1) := by
    linear_combination c1 - conj (v 1) * hT
  have f1 : ρ 1 0 * -conj (v 1) + ρ 1 1 * conj (v 0) = (1 - q) * conj (v 0) := by
    linear_combination -c0 + conj (v 0) * hT
  have hv' : v 0 ≠ 0 ∨ v 1 ≠ 0 := by
    by_contra hc
    rw [not_or, not_not, not_not] at hc
    exact hv (funext (Fin.forall_fin_two.2 hc))
  have hq : q ≤ 1 - q := by
    refine hl ⟨![-conj (v 1), conj (v 0)], fun h0 => ?_,
      funext (Fin.forall_fin_two.2 ⟨?_, ?_⟩)⟩
    · have a0 := congrFun h0 0
      have a1 := congrFun h0 1
      simp at a0 a1
      tauto
    · simpa [Matrix.mulVec, dotProduct, Fin.sum_univ_two] using f0
    · simpa [Matrix.mulVec, dotProduct, Fin.sum_univ_two] using f1
  have hN : 0 < ‖v 0‖ ^ 2 + ‖v 1‖ ^ 2 := by
    rcases hv' with h | h <;> have := norm_pos_iff.2 h <;> positivity
  obtain ⟨r, hr, hs⟩ : ∃ r : ℂ, conj r = r ∧
      r * r * (v 0 * conj (v 0) + v 1 * conj (v 1)) = 1 := by
    refine ⟨((√(‖v 0‖ ^ 2 + ‖v 1‖ ^ 2))⁻¹ : ℝ), Complex.conj_ofReal _, ?_⟩
    rw [Complex.mul_conj', Complex.mul_conj']
    have := inv_mul_cancel₀ hN.ne'
    rw [← Real.mul_self_sqrt hN.le, mul_inv, Real.mul_self_sqrt hN.le] at this
    exact_mod_cast this
  obtain ⟨U, u00, u01, u10, u11⟩ : ∃ U : Matrix (Fin 2) (Fin 2) ℂ, U 0 0 = -(r * v 1) ∧
      U 0 1 = r * v 0 ∧ U 1 0 = r * conj (v 0) ∧ U 1 1 = r * conj (v 1) :=
    ⟨!![-(r * v 1), r * v 0; r * conj (v 0), r * conj (v 1)], rfl, rfl, rfl, rfl⟩
  have h01 : (0 : Fin 2) ≠ 1 := by decide
  refine ⟨by linarith, U, Matrix.ext (Fin.forall_fin_two.2 ⟨Fin.forall_fin_two.2 ⟨?_, ?_⟩,
    Fin.forall_fin_two.2 ⟨?_, ?_⟩⟩), ?_, ?_, ?_⟩ <;>
  simp only [Matrix.mul_apply, Fin.sum_univ_two, conjTranspose_apply, u00, u01, u10, u11,
    ← starRingEnd_apply, map_neg, map_mul, Complex.conj_conj, hr, Matrix.one_apply_eq,
    Matrix.one_apply_ne h01, Matrix.one_apply_ne h01.symm]
  · linear_combination hs
  · ring
  · ring
  · linear_combination hs
  · linear_combination r * r * (-v 1 * f0 + v 0 * f1) + (1 - q) * hs
  · linear_combination r * r * (conj (v 0) * e0 + conj (v 1) * e1) + q * hs
  · linear_combination r * r * (-v 1 * e0 + v 0 * e1)

/-- The polygon inequality at a qubit `j` with `q j ≤ 1/2`, for a state whose reduced matrices have
diagonal `1 - q k, q k` and no coherence. -/
theorem polygon_of_diagonal (φ : (ι → Fin 2) → ℂ) (q : ι → ℝ)
    (h : ∀ k, reduced φ k 0 0 = 1 - q k ∧ reduced φ k 1 1 = q k ∧ reduced φ k 0 1 = 0)
    (j : ι) (hj : q j ≤ 1 / 2) : q j ≤ ∑ k ∈ Finset.univ.erase j, q k := by
  have fin2 : ∀ a : Fin 2, a ≠ 0 → a = 1 := by decide
  have hn : ∑ x, ‖φ x‖ ^ 2 = 1 := by
    apply Complex.ofReal_injective
    rw [← trace_reduced φ j, (h j).1, (h j).2.1]
    simp
  have hm : ∀ k, q k = ∑ x, if x k = 1 then ‖φ x‖ ^ 2 else 0 := fun k =>
    Complex.ofReal_injective ((h k).2.1.symm.trans (excited_weight φ k))
  have hq0 : 0 ≤ ∑ k ∈ Finset.univ.erase j, q k := Finset.sum_nonneg fun k _ => by
    rw [hm k]
    exact Finset.sum_nonneg fun x _ => by split_ifs <;> positivity
  -- union bound: strings with a one at some other bit weigh at most the sum of the other `q k`
  have hu : 1 ≤ ‖φ (update 0 j 0)‖ ^ 2 + ‖φ (update 0 j 1)‖ ^ 2
      + ∑ k ∈ Finset.univ.erase j, q k := by
    have pt : ∀ x, ‖φ x‖ ^ 2 ≤ (if x = update (0 : ι → Fin 2) j 0 then ‖φ x‖ ^ 2 else 0)
        + (if x = update (0 : ι → Fin 2) j 1 then ‖φ x‖ ^ 2 else 0)
        + ∑ k ∈ Finset.univ.erase j, if x k = 1 then ‖φ x‖ ^ 2 else 0 := by
      intro x
      have i0 : ∀ y, 0 ≤ if x = y then ‖φ x‖ ^ 2 else 0 := fun y => by
        split_ifs <;> positivity
      have i1 : ∀ k ∈ Finset.univ.erase j, 0 ≤ if x k = 1 then ‖φ x‖ ^ 2 else 0 :=
        fun k _ => by split_ifs <;> positivity
      by_cases hx : ∃ k, k ≠ j ∧ x k = 1
      · obtain ⟨k, hk, hxk⟩ := hx
        have := Finset.single_le_sum i1 (Finset.mem_erase.2 ⟨hk, Finset.mem_univ k⟩)
        rw [if_pos hxk] at this
        linarith [i0 (update 0 j 0), i0 (update 0 j 1)]
      · have hx' : x = update (0 : ι → Fin 2) j (x j) := by
          funext i
          by_cases hi : i = j
          · rw [hi, update_self]
          · rw [update_of_ne hi]
            by_contra hne
            exact hx ⟨i, hi, fin2 _ hne⟩
        have i2 := Finset.sum_nonneg i1
        by_cases h0 : x j = 0
        · rw [h0] at hx'
          have h3 : (if x = update (0 : ι → Fin 2) j 0 then ‖φ x‖ ^ 2 else 0) = ‖φ x‖ ^ 2 :=
            if_pos hx'
          linarith [i0 (update 0 j 1)]
        · rw [fin2 _ h0] at hx'
          have h3 : (if x = update (0 : ι → Fin 2) j 1 then ‖φ x‖ ^ 2 else 0) = ‖φ x‖ ^ 2 :=
            if_pos hx'
          linarith [i0 (update 0 j 0)]
    have hsum : ∑ k ∈ Finset.univ.erase j, ∑ x, (if x k = 1 then ‖φ x‖ ^ 2 else 0)
        = ∑ k ∈ Finset.univ.erase j, q k := Finset.sum_congr rfl fun k _ => (hm k).symm
    have hs := Finset.sum_le_sum fun x (_ : x ∈ Finset.univ) => pt x
    rw [hn, Finset.sum_add_distrib, Finset.sum_add_distrib, Finset.sum_comm,
      Finset.sum_ite_eq' , Finset.sum_ite_eq', if_pos (Finset.mem_univ _),
      if_pos (Finset.mem_univ _), hsum] at hs
    exact hs
  set S : Finset (ι → Fin 2) := Finset.univ.filter (fun x => x j = 0) with hS
  have hz : (0 : ι → Fin 2) ∈ S := by simp [hS]
  have hP : ∀ a, reduced φ j a a = ((∑ x ∈ S, ‖φ (update x j a)‖ ^ 2 : ℝ) : ℂ) := fun a => by
    simp only [reduced, Complex.mul_conj', Complex.ofReal_sum, Complex.ofReal_pow, hS]
  have p0 : ∑ x ∈ S, ‖φ (update x j 0)‖ ^ 2 = 1 - q j :=
    Complex.ofReal_injective ((hP 0).symm.trans ((h j).1.trans (by simp)))
  have p1 : ∑ x ∈ S, ‖φ (update x j 1)‖ ^ 2 = q j :=
    Complex.ofReal_injective ((hP 1).symm.trans (h j).2.1)
  rw [← Finset.add_sum_erase S _ hz] at p0 p1
  have sd : φ (update 0 j 0) * conj (φ (update 0 j 1))
      + ∑ x ∈ S.erase 0, φ (update x j 0) * conj (φ (update x j 1)) = 0 :=
    (Finset.add_sum_erase S (fun x => φ (update x j 0) * conj (φ (update x j 1))) hz).trans
      (h j).2.2
  -- vanishing coherence and Cauchy-Schwarz
  have hb : ‖φ (update 0 j 0)‖ * ‖φ (update 0 j 1)‖
      ≤ ∑ x ∈ S.erase 0, ‖φ (update x j 0)‖ * ‖φ (update x j 1)‖ := by
    rw [← RCLike.norm_conj (φ (update 0 j 1)), ← norm_mul, eq_neg_of_add_eq_zero_left sd,
      norm_neg]
    exact (norm_sum_le _ _).trans_eq
      (Finset.sum_congr rfl fun x _ => by rw [norm_mul, RCLike.norm_conj])
  have cs := (pow_le_pow_left₀ (by positivity) hb 2).trans
    (Finset.sum_mul_sq_le_sq_mul_sq (S.erase 0) _ _)
  rw [eq_sub_of_add_eq' p0, eq_sub_of_add_eq' p1] at cs
  rcases le_or_gt (q j) 0 with hq | hq
  · linarith
  · have key : q j * (‖φ (update 0 j 0)‖ ^ 2 + ‖φ (update 0 j 1)‖ ^ 2) ≤ q j * (1 - q j) := by
      nlinarith [mul_nonneg (by linarith : 0 ≤ 1 - 2 * q j) (sq_nonneg ‖φ (update 0 j 1)‖)]
    linarith [le_of_mul_le_mul_left key hq]

/-- **Marginal polygon inequality.** For a unit vector of finitely many qubits, the smaller
eigenvalue of each one-qubit reduced matrix is at most the sum of those of the other qubits. -/
theorem polygon_inequality (ψ : (ι → Fin 2) → ℂ) (hψ : ∑ x, ‖ψ x‖ ^ 2 = 1) (q : ι → ℝ)
    (hq : ∀ k, IsSmallerEigenvalue (reduced ψ k) (q k)) (j : ι) :
    q j ≤ ∑ k ∈ Finset.univ.erase j, q k := by
  have hd := fun k => diagonalise (reduced ψ k) (q k)
    (fun a b => by simp only [reduced, map_sum, map_mul, Complex.conj_conj, mul_comm])
    (by rw [trace_reduced, hψ, Complex.ofReal_one]) (hq k)
  -- rotate the qubits one after another into their eigenbases
  have rot : ∀ s : Finset ι, ∃ φ : (ι → Fin 2) → ℂ, ∀ k,
      (k ∈ s → reduced φ k 0 0 = 1 - q k ∧ reduced φ k 1 1 = q k ∧ reduced φ k 0 1 = 0) ∧
      (k ∉ s → reduced φ k = reduced ψ k) := by
    intro s
    induction s using Finset.induction_on with
    | empty => exact ⟨ψ, fun k => ⟨fun h => absurd h (Finset.notMem_empty k), fun _ => rfl⟩⟩
    | insert a s ha ih =>
      obtain ⟨φ, hφ⟩ := ih
      obtain ⟨-, U, hU, hD⟩ := hd a
      refine ⟨gate a U φ, fun k => ?_⟩
      by_cases hk : k = a
      · subst hk
        rw [reduced_gate_self, (hφ k).2 ha]
        exact ⟨fun _ => hD, fun h => absurd (Finset.mem_insert_self k s) h⟩
      · rw [reduced_gate_ne φ hk U hU, Finset.mem_insert, or_iff_right hk]
        exact hφ k
  obtain ⟨φ, hφ⟩ := rot Finset.univ
  exact polygon_of_diagonal φ q (fun k => (hφ k).1 (Finset.mem_univ k)) j (hd j).1

/-- The bit string with ones exactly at `j` and `l`. -/
def pairString (j l : ι) : ι → Fin 2 := fun i => if i = j ∨ i = l then 1 else 0

/-- For `0 ≤ t ≤ 1`, the superposition of the all-zero string and `pairString j l` with weights `1 -
t` and `t`. -/
def pairState (j l : ι) (t : ℝ) : (ι → Fin 2) → ℂ :=
  fun x => if x = 0 then (√(1 - t) : ℂ) else if x = pairString j l then (√t : ℂ) else 0

/-- For `j ≠ l` and `0 ≤ t ≤ 1/2`, `pairState j l t` is a unit vector with smaller eigenvalues `t`
at `j` and `l` and zero elsewhere, and these saturate the polygon inequality at `j`. -/
theorem polygon_sharp {j l : ι} (hjl : j ≠ l) {t : ℝ} (h0 : 0 ≤ t) (h1 : t ≤ 1 / 2) :
    ∑ x, ‖pairState j l t x‖ ^ 2 = 1 ∧
    (∀ m, IsSmallerEigenvalue (reduced (pairState j l t) m) (if m = j ∨ m = l then t else 0)) ∧
    t = ∑ k ∈ Finset.univ.erase j, if k = j ∨ k = l then t else 0 := by
  have he : pairString j l ≠ 0 := fun h => by simpa [pairString] using congrFun h j
  have hw : ∀ x, ‖pairState j l t x‖ ^ 2
      = (if x = 0 then 1 - t else 0) + (if x = pairString j l then t else 0) := by
    intro x
    by_cases hx : x = 0
    · subst hx
      simp [pairState, he.symm, Real.sq_sqrt (by linarith : 0 ≤ 1 - t)]
    · by_cases hy : x = pairString j l
      · simp [pairState, hy, he, Real.sq_sqrt h0]
      · simp [pairState, hx, hy]
  have hn : ∑ x, ‖pairState j l t x‖ ^ 2 = 1 := by
    simp [hw, Finset.sum_add_distrib]
  refine ⟨hn, fun m => ?_, ?_⟩
  · generalize hs : (if m = j ∨ m = l then t else 0) = s
    have hs2 : s ≤ 1 / 2 := by rw [← hs]; split_ifs <;> linarith
    have r11 : reduced (pairState j l t) m 1 1 = s := by
      rw [excited_weight, ← hs]
      congr 1
      rw [Finset.sum_eq_single (pairString j l)]
      · rw [hw]; simp [pairString, he]
        by_cases hmj : m = j <;> simp [hmj]
      · intro x _ hx
        by_cases hx0 : x = 0
        · simp [hx0]
        · simp [hw, hx, hx0]
      · simp
    have r00 : reduced (pairState j l t) m 0 0 = 1 - s := by
      have := trace_reduced (pairState j l t) m
      rw [hn, r11, Complex.ofReal_one] at this
      exact eq_sub_of_add_eq this
    -- the two strings differ in two places, so no coherence survives
    have off : ∀ x, pairState j l t (update x m 0) = 0 ∨ pairState j l t (update x m 1) = 0 := by
      intro x
      have n1 : update x m 1 ≠ 0 := fun h => by simpa using congrFun h m
      by_cases hx : update x m 1 = pairString j l
      · left
        have n2 : update x m 0 ≠ pairString j l := fun h => by
          simpa using congrFun (h.trans hx.symm) m
        have n3 : update x m 0 ≠ 0 := fun h => by
          have hi : ∀ i, pairString j l i = 1 → i = m := fun i hi => by
            by_contra hne
            have a := congrFun h i
            have b := congrFun hx i
            rw [update_of_ne hne] at a b
            rw [← b, a] at hi
            simp at hi
          exact hjl ((hi j (by simp [pairString])).trans (hi l (by simp [pairString])).symm)
        simp [pairState, n2, n3]
      · right
        simp [pairState, n1, hx]
    have r01 : reduced (pairState j l t) m 0 1 = 0 := Finset.sum_eq_zero fun x _ => by
      rcases off x with h | h <;> simp [h]
    have r10 : reduced (pairState j l t) m 1 0 = 0 := Finset.sum_eq_zero fun x _ => by
      rcases off x with h | h <;> simp [h]
    constructor
    · refine ⟨![0, 1], fun h => by simpa using congrFun h 1,
        funext (Fin.forall_fin_two.2 ⟨?_, ?_⟩)⟩ <;>
      simp [Matrix.mulVec, dotProduct, Fin.sum_univ_two, r01, r11]
    · rintro u ⟨v, hv, hev⟩
      have e0 := congrFun hev 0
      have e1 := congrFun hev 1
      simp only [Matrix.mulVec, dotProduct, Fin.sum_univ_two, Pi.smul_apply, smul_eq_mul,
        r00, r01, r10, r11, zero_mul, add_zero, zero_add] at e0 e1
      by_cases hv0 : v 0 = 0
      · have hv1 : v 1 ≠ 0 := fun h => hv (funext (Fin.forall_fin_two.2 ⟨hv0, h⟩))
        exact (Complex.ofReal_injective (mul_right_cancel₀ hv1 e1)).le
      · have h2 : 1 - s = u := by exact_mod_cast mul_right_cancel₀ hv0 e0
        linarith
  · rw [Finset.sum_eq_single_of_mem l (by simp [hjl.symm])]
    · simp
    · intro b hb hbl
      simp [Finset.ne_of_mem_erase hb, hbl]

end

end QubitPolygon
```

```lean
#print axioms QubitPolygon.polygon_inequality
-- 'QubitPolygon.polygon_inequality' depends on axioms: [propext, Classical.choice, Quot.sound]
#print axioms QubitPolygon.polygon_sharp
-- 'QubitPolygon.polygon_sharp' depends on axioms: [propext, Classical.choice, Quot.sound]
```

## Pure states, exact arithmetic, one direction

In `polygon_inequality`, `ι` labels the qubits, `hψ` is normalisation, and `hq` says that `q k` is the least real eigenvalue of `reduced ψ k`, the explicit partial trace. `diagonalise` builds U, `reduced_gate_self` and `reduced_gate_ne` track the marginals, and `polygon_of_diagonal` contains the union bound and Cauchy–Schwarz, with `nlinarith` deriving qW ≤ q(1 − q).

The proof turns on `Finset.induction_on`. Its claim `rot` says that, for any set `s` of qubits, some state has diagonal marginals on `s` and the original ones elsewhere. The second clause lets the next U be chosen from the original ρ_k, so no global tensor product is needed.

`polygon_sharp` shows equality at j for √(1−t)|0…0⟩ + √t|1_j 1_l⟩, with j ≠ l and 0 ≤ t ≤ 1/2. Its two strings differ in two bits, so no one-qubit coherence survives.

The file proves only that the condition is necessary. For valid one-qubit density matrices it is also sufficient: if every inequality holds, some pure state has them as its marginals. That converse is not proved here, and passing the test does not show that the simulated marginals are the right ones. Mixed states, larger local dimensions and floating-point tolerances are not treated.
